# A finite real dielectric matrix 1 + vχ with positive definite v and positive semidefinite χ has a complete set of real modes with eigenvalues at least 1

In a finite real basis, let the interaction v be a symmetric positive definite matrix and the response χ a symmetric positive semidefinite one, with the dielectric matrix defined as 1 + vχ. Although this matrix need not be symmetric, `dielectric_modes` states that it has a complete set of real eigenvectors, the columns of an invertible matrix P, and that every eigenvalue is at least 1. The modes are linearly independent, but are not claimed to be orthogonal or normalised. The proof factors v as BBᴴ with B invertible, diagonalises the symmetric matrix BᴴχB by an orthogonal matrix W, and takes P = BW, so that each eigenvalue is 1 plus a non-negative eigenvalue of BᴴχB.

The first attempt, which Lean rejects:

```lean
import Mathlib

open Matrix Filter Topology

namespace DielectricModes

noncomputable section

variable {n : Type*} [Fintype n] [DecidableEq n]

/-- The dielectric matrix `1 + v χ` of an interaction `v` and a response `χ`. -/
def dielectric (v χ : Matrix n n ℝ) : Matrix n n ℝ := 1 + v * χ

/-- A real symmetric matrix has an orthonormal set of eigenvectors, the columns of `U`. -/
theorem symmetric_modes {A : Matrix n n ℝ} (hA : A.IsHermitian) :
    ∃ U : Matrix n n ℝ, Uᴴ * U = 1 ∧ A * U = U * diagonal hA.eigenvalues := by
  refine ⟨Matrix.of fun i j => (hA.eigenvectorBasis j).ofLp i, ?_, ?_⟩
  · ext i j
    have h := orthonormal_iff_ite.mp hA.eigenvectorBasis.orthonormal i j
    rw [PiLp.inner_apply] at h
    rw [Matrix.mul_apply, Matrix.one_apply, ← h]
    refine Finset.sum_congr rfl fun k _ => ?_
    simp [mul_comm]
  · ext i j
    have h := congrFun (hA.mulVec_eigenvectorBasis j) i
    rw [Matrix.mul_diagonal, mul_comm]
    exact h

/-- A positive definite interaction factors as `v = B Bᴴ` with an invertible `B`. -/
theorem interaction_factor {v : Matrix n n ℝ} (hv : v.PosDef) :
    ∃ B C : Matrix n n ℝ, v = B * Bᴴ ∧ C * B = 1 := by
  obtain ⟨U, hU, hvU⟩ := symmetric_modes hv.isHermitian
  have hU' : U * Uᴴ = 1 := mul_eq_one_comm.mp hU
  have hw : ∀ i, 0 < hv.isHermitian.eigenvalues i := fun i => hv.eigenvalues_pos i
  set w := hv.isHermitian.eigenvalues
  let s : n → ℝ := fun i => Real.sqrt (w i)
  have hs : (diagonal s)ᴴ = diagonal s := by
    rw [Matrix.diagonal_conjTranspose, star_trivial]
  have hss : diagonal s * diagonal s = diagonal w := by
    rw [Matrix.diagonal_mul_diagonal]
    congr 1
    ext i
    exact Real.mul_self_sqrt (hw i).le
  have hinv : diagonal (fun i => (s i)⁻¹) * diagonal s = 1 := by
    rw [Matrix.diagonal_mul_diagonal, ← Matrix.diagonal_one]
    congr 1
    ext i
    exact inv_mul_cancel₀ (Real.sqrt_pos.mpr (hw i)).ne'
  refine ⟨U * diagonal s, diagonal (fun i => (s i)⁻¹) * Uᴴ, ?_, ?_⟩
  · calc v = v * U * Uᴴ := by rw [mul_assoc, hU', mul_one]
      _ = U * (diagonal s * diagonal s) * Uᴴ := by rw [hvU, hss]
      _ = _ := by rw [Matrix.conjTranspose_mul, hs]; simp only [mul_assoc]
  · calc _ = diagonal (fun i => (s i)⁻¹) * (Uᴴ * U) * diagonal s := by
          simp only [mul_assoc]
      _ = 1 := by rw [hU, mul_one, hinv]

/-- For positive definite `v` and positive semidefinite `χ` the dielectric matrix has a complete
set of real modes, the columns of `P`, with eigenvalues `d i ≥ 1`. -/
theorem dielectric_modes {v χ : Matrix n n ℝ} (hv : v.PosDef) (hχ : χ.PosSemidef) :
    ∃ (P Q : Matrix n n ℝ) (d : n → ℝ), Q * P = 1 ∧ P * Q = 1 ∧
      dielectric v χ * P = P * diagonal d ∧ ∀ i, 1 ≤ d i := by
  obtain ⟨B, C, hB, hCB⟩ := interaction_factor hv
  -- the symmetrised response
  have hM : (Bᴴ * χ * B).PosSemidef := hχ.conjTranspose_mul_mul_same B
  obtain ⟨W, hW, hMW⟩ := symmetric_modes hM.isHermitian
  have hQP : (Wᴴ * C) * (B * W) = 1 := by
    calc _ = Wᴴ * (C * B) * W := by simp only [mul_assoc]
      _ = 1 := by rw [hCB, mul_one, hW]
  refine ⟨B * W, Wᴴ * C, fun i => 1 + hM.isHermitian.eigenvalues i, hQP,
    mul_eq_one_comm.mp hQP, ?_, fun i => ?_⟩
  · have hd : diagonal (fun i => 1 + hM.isHermitian.eigenvalues i)
        = 1 + diagonal hM.isHermitian.eigenvalues := by
      rw [← Matrix.diagonal_one, Matrix.diagonal_add]
    have h : v * χ * (B * W) = B * W * diagonal hM.isHermitian.eigenvalues := by
      calc _ = B * (Bᴴ * χ * B * W) := by rw [hB]; simp only [mul_assoc]
        _ = _ := by rw [hMW, mul_assoc]
    rw [hd, dielectric, add_mul, h, mul_add, one_mul, mul_one]
  · have := hM.eigenvalues_nonneg i
    linarith

end

end DielectricModes
```

Lean reports:

```
Main.lean:76:29: error: Tactic `rewrite` failed: motive is not type correct:
  fun _a => B * (W * diagonal ⋯.eigenvalues) = B * W * diagonal ⋯.eigenvalues
Error: Application type mismatch: The argument
  hM
has type
  (Bᴴ * χ * B).PosSemidef
but is expected to have type
  _a.PosSemidef
in the application
  PosSemidef.isHermitian hM

Explanation: The rewrite tactic rewrites an expression 'e' using an equality 'a = b' by the following process. First, it looks for all 'a' in 'e'. Second, it tries to abstract these occurrences of 'a' to create a function 'm := fun _a => ...', called the *motive*, with the property that 'm a' is definitionally equal to 'e'. Third, we observe that 'congrArg' implies that 'm a = m b', which can be used with lemmas such as 'Eq.mpr' to change the goal. However, if 'e' depends on specific properties of 'a', then the motive 'm' might not typecheck.

Possible solutions: use rewrite's 'occs' configuration option to limit which occurrences are rewritten, or use 'simp' or 'conv' mode, which have strategies for certain kinds of dependencies (these tactics can handle proofs and 'Decidable' instances whose types depend on the rewritten term, and 'simp' can apply user-defined '@[congr]' theorems as well).

n : Type u_1
inst✝¹ : Fintype n
inst✝ : DecidableEq n
v χ : Matrix n n ℝ
hv : v.PosDef
hχ : χ.PosSemidef
B C : Matrix n n ℝ
hB : v = B * Bᴴ
hCB : C * B = 1
hM : (Bᴴ * χ * B).PosSemidef
W : Matrix n n ℝ
hW : Wᴴ * W = 1
hMW : Bᴴ * χ * B * W = W * diagonal ⋯.eigenvalues
hQP : Wᴴ * C * (B * W) = 1
hd : (diagonal fun i => 1 + ⋯.eigenvalues i) = 1 + diagonal ⋯.eigenvalues
⊢ B * (W * diagonal ⋯.eigenvalues) = B * W * diagonal ⋯.eigenvalues
```

Diagnosis. After `rw [hMW]` the remaining goal differs only in its brackets, and `mul_assoc` is the right fact. But `rw [mul_assoc]` has to choose a product of the form `a * b * c` to rewrite, and it chose `Bᴴ * χ * B`, which is hidden inside `eigenvalues` as the matrix whose eigenvalues are taken. The motive in the message shows this: the visible product `B * W * diagonal ⋯.eigenvalues` is untouched, while `hM` is now expected to have type `_a.PosSemidef`. Since `hM` is a proof about `Bᴴ * χ * B` itself, it does not fit once that matrix is replaced by a variable, and the motive is not type correct.

The repair keeps `rw [hMW]` and closes the goal with `exact (mul_assoc _ _ _).symm`. Here the equation is matched against the whole goal, which fixes the three factors as `B`, `W` and the diagonal matrix. Nothing inside `eigenvalues` is rewritten, so no motive is needed. The `.symm` is there because the goal has the right-bracketed product on its left side.

The change, after which it compiles:

```diff
@@ -74,5 +74,7 @@
     have h : v * χ * (B * W) = B * W * diagonal hM.isHermitian.eigenvalues := by
       calc _ = B * (Bᴴ * χ * B * W) := by rw [hB]; simp only [mul_assoc]
-        _ = _ := by rw [hMW, mul_assoc]
+        _ = _ := by
+          rw [hMW]
+          exact (mul_assoc _ _ _).symm
     rw [hd, dielectric, add_mul, h, mul_add, one_mul, mul_one]
   · have := hM.eigenvalues_nonneg i
```
